# First-order Görling–Levy energy for moving one electron between Kohn–Sham orbitals

## Orbitals, integrals and the quantity sought

Take orthonormal spin orbitals, and let $S$ be the set of those occupied in a Kohn–Sham determinant, with $i$ in $S$ and $a$ outside it. We want the energy needed to move an electron from $i$ to $a$, through first order in the difference between the true electron repulsion and the mean potential that replaces it in the Kohn–Sham Hamiltonian.

Two-electron integrals are written $(pq|rs)$, with electron 1 in the pair $pq$ and electron 2 in $rs$. From them we form

$$J_{pq}=(pp|qq),\qquad K_{pq}=(pq|qp),\qquad G_{pq}=J_{pq}-K_{pq}.$$

$J$ is the direct integral, $K$ the exchange integral, and $G$ the interaction energy of two electrons in one determinant. Let $h_p$ be the diagonal element of kinetic energy plus external potential, and $x_p$ that of the local exchange potential. The Kohn–Sham potential and level are

$$u_p=\sum_{j\in S}J_{pj}+x_p,\qquad e_p=h_p+u_p.$$

The potential is always built from the reference $S$, also when it acts on an excited determinant. The exact Kohn–Sham potential also has a correlation part. That part starts at second order in the coupling and is left out here, so the $e_p$ are exchange-only levels.

For any determinant $T$, the repulsion energy and the energy at coupling $\alpha$ are

$$W(T)=\tfrac12\sum_{j,k\in T}G_{jk},\qquad E_\alpha(T)=\sum_{p\in T}e_p+\alpha\Big(W(T)-\sum_{p\in T}u_p\Big).$$

At $\alpha=0$ this is the Kohn–Sham sum of levels. Finally, define the shift

$$D_p=-\sum_{j\in S}K_{pj}-x_p,$$

which is nonlocal exchange with the reference minus local exchange.

## What the theorems say

The main result, `excitation_energy`, concerns $E(T)=\sum_{p\in T}h_p+W(T)$, the expectation value of the full Hamiltonian in $T$:

$$E(S-i+a)-E(S)=e_a-e_i+D_a-D_i-G_{ia}.$$

The theorem `glEnergy_single` gives the same change at any real $\alpha$, with the last three terms multiplied by $\alpha$.

In Lean, spin orbitals are elements of a type `ι`, which may be infinite, and a determinant is a `Finset ι`, so the number of electrons is finite. The excited determinant is `insert a (S.erase i)`. The functions `h`, `x` and `g` supply $h_p$, $x_p$ and $(pq|rs)$ as complex numbers. The small letter `g` is the full integral, while $G$ is `pairEnergy`. The other names are `interaction` for $W$, `slaterEnergy` for $E$, `ksPotential` for $u$, `ksLevel` for $e$, `orbitalShift` for $D$ and `glEnergy` for $E_\alpha$.

Apart from `i ∈ S` and `a ∉ S`, the only hypothesis is `ParticleSymmetric g`, that is, $(pq|rs)=(rs|pq)$. It expresses that the two electrons are identical and repel each other symmetrically. The potential `x` is arbitrary in the theorems, whereas Görling–Levy theory takes the exact exchange potential. Likewise `ksLevel` is a diagonal element, which is an eigenvalue when the orbital is an eigenfunction of the Kohn–Sham Hamiltonian without correlation.

The perturbation expansion at fixed density, from which Görling–Levy theory starts, enters through the definition of `glEnergy`. The step left to physics is to identify the value of `glEnergy` for the excited determinant with the first-order energy of an excited state. That is justified when the perturbation does not mix the determinant with others of the same Kohn–Sham energy. For a spin-conserving excitation from a closed shell, it does mix the determinant in which the spin-up electron has moved with the one in which the spin-down electron has moved. The perturbation must then be diagonalised among the degenerate determinants, which gives the singlet and the $M_s=0$ triplet.

Time-dependent density functional theory also starts from the gaps $e_a-e_i$ and corrects them through a kernel. The formula here gives a first-order correction for a single determinant, without correlation.

## Replacing one orbital

The pair energy is symmetric, because relabelling the electrons gives $J_{pq}=J_{qp}$ and $K_{pq}=K_{qp}$. It vanishes on the diagonal, because $J_{pp}$ and $K_{pp}$ are both $(pp|pp)$.

Add an orbital $a$ to a set $T$ that does not contain it. The double sum gains a row, a column and a diagonal element:

$$W(T+a)=W(T)+\tfrac12\Big(\sum_{j\in T}G_{ja}+\sum_{j\in T}G_{aj}+G_{aa}\Big)=W(T)+\sum_{j\in T}G_{aj}.$$

Now let $R=S-i$. Using this once for $S=R+i$ and once for $R+a$, and subtracting, we obtain

$$W(S-i+a)-W(S)=\sum_{j\in R}G_{aj}-\sum_{j\in R}G_{ij}.$$

Extending both sums to $S$ adds $G_{ai}$ to the first and $G_{ii}=0$ to the second. Hence

$$W(S-i+a)-W(S)=\sum_{j\in S}G_{aj}-\sum_{j\in S}G_{ij}-G_{ia}.$$

The one-body sums change by $e_a-e_i$ and $u_a-u_i$, so

$$E_\alpha(S-i+a)-E_\alpha(S)=e_a-e_i+\alpha\Big(\sum_{j\in S}G_{aj}-u_a-\sum_{j\in S}G_{ij}+u_i-G_{ia}\Big).$$

For each orbital $p$ the direct terms cancel:

$$\sum_{j\in S}G_{pj}-u_p=-\sum_{j\in S}K_{pj}-x_p=D_p.$$

This gives the result at any $\alpha$. At $\alpha=1$ the Kohn–Sham potential drops out, because $\sum_{p\in T}(e_p-u_p)=\sum_{p\in T}h_p$. Thus $E_1(T)=E(T)$, and the formula for the full Hamiltonian follows.

## Equal shifts and double excitations

The excitation energy reduces to $e_a-e_i-G_{ia}$ exactly when $D_a=D_i$, or

$$x_a+\sum_{j\in S}K_{aj}=x_i+\sum_{j\in S}K_{ij}.$$

Local and nonlocal exchange may therefore differ, provided that they differ equally in the two orbitals.

For a double excitation, take a second occupied orbital $k\ne i$ and a second empty orbital $b\ne a$. Put $S'=S-i+a$ and apply the replacement formula for $W$ to $S'$, with $k$ going to $b$. The sums over $S'$ are

$$\sum_{j\in S'}G_{bj}=\sum_{j\in S}G_{bj}+G_{ab}-G_{ib},\qquad \sum_{j\in S'}G_{kj}=\sum_{j\in S}G_{kj}+G_{ka}-G_{ik}.$$

Adding the two replacements and combining each sum over $S$ with its $u_p$ as before, we find the energy change

$$\begin{aligned}&e_a+e_b-e_i-e_k+\alpha\big(D_a+D_b-D_i-D_k\\&\quad+G_{ik}+G_{ab}-G_{ia}-G_{ib}-G_{ka}-G_{kb}\big).\end{aligned}$$

Pairs of two electrons or two holes enter with a plus sign, and electron–hole pairs with a minus sign.

## One electron

The smallest reference is $S=\{i\}$. There is no repulsion before or after the excitation, so the answer must be $h_a-h_i$. In the formula,

$$e_a+D_a=h_a+J_{ai}-K_{ai}=h_a+G_{ia},\qquad e_i+D_i=h_i+J_{ii}-K_{ii}=h_i.$$

Subtracting the second from the first, and then $G_{ia}$, leaves $h_a-h_i$. Any self-interaction that an approximate exchange potential leaves in the levels is therefore cancelled by the other terms.

## Two electrons with numbers

Take $S=\{1,2\}$ and excite from $i=2$ to $a=3$. In arbitrary energy units, and with values of $x$ that need not belong to an exact exchange potential, choose

- $h_2=-1.5$, $h_3=-0.9$, $x_2=-0.5$, $x_3=-0.3$;
- $J_{12}=0.5$, $J_{13}=0.4$, $J_{23}=0.3$, $J_{22}=K_{22}=0.6$;
- $K_{12}=0.10$, $K_{13}=0.05$, $K_{23}=0.02$.

The levels are $e_2=-1.5+0.5+0.6-0.5=-0.9$ and $e_3=-0.9+0.4+0.3-0.3=-0.5$, with a gap of $0.4$. The shifts are $D_2=-0.7+0.5=-0.2$ and $D_3=-0.07+0.3=0.23$, and $G_{23}=0.28$. The excitation energy is

$$0.4+0.23+0.2-0.28=0.55.$$

Directly from the two determinants, $h_3-h_2+G_{13}-G_{12}=0.6+0.35-0.40=0.55$.

## The Lean file

```lean
import Mathlib

open Finset

namespace GoerlingLevyExcitation

noncomputable section

variable {ι : Type*}

/-- Two-electron integrals `(pq|rs)` are unchanged when the two electrons are relabelled. -/
def ParticleSymmetric (g : ι → ι → ι → ι → ℂ) : Prop :=
  ∀ p q r s, g p q r s = g r s p q

/-- The direct integral `J_pq = (pp|qq)`. -/
def coulomb (g : ι → ι → ι → ι → ℂ) (p q : ι) : ℂ := g p p q q

/-- The exchange integral `K_pq = (pq|qp)`. -/
def exchange (g : ι → ι → ι → ι → ℂ) (p q : ι) : ℂ := g p q q p

/-- The pair energy `G_pq = J_pq - K_pq` of two spin orbitals. -/
def pairEnergy (g : ι → ι → ι → ι → ℂ) (p q : ι) : ℂ := coulomb g p q - exchange g p q

/-- The electron repulsion energy of the determinant with occupied spin orbitals `T`. -/
def interaction (g : ι → ι → ι → ι → ℂ) (T : Finset ι) : ℂ :=
  1 / 2 * ∑ j ∈ T, ∑ k ∈ T, pairEnergy g j k

/-- The expectation value of the full Hamiltonian in the determinant `T`;
`h p` is the diagonal one-electron integral. -/
def slaterEnergy (h : ι → ℂ) (g : ι → ι → ι → ι → ℂ) (T : Finset ι) : ℂ :=
  ∑ j ∈ T, h j + interaction g T

/-- The Hartree potential of the reference determinant `S` plus the local exchange
potential `x`, as a diagonal element in orbital `p`. -/
def ksPotential (x : ι → ℂ) (g : ι → ι → ι → ι → ℂ) (S : Finset ι) (p : ι) : ℂ :=
  ∑ j ∈ S, coulomb g p j + x p

/-- The Kohn-Sham level `e_p`, the diagonal element of the Kohn-Sham Hamiltonian. -/
def ksLevel (h x : ι → ℂ) (g : ι → ι → ι → ι → ℂ) (S : Finset ι) (p : ι) : ℂ :=
  h p + ksPotential x g S p

/-- The shift `D_p`: nonlocal exchange with the reference determinant `S` minus the
local exchange potential, in orbital `p`. -/
def orbitalShift (x : ι → ℂ) (g : ι → ι → ι → ι → ℂ) (S : Finset ι) (p : ι) : ℂ :=
  -∑ j ∈ S, exchange g p j - x p

/-- The energy of determinant `T` through first order: the Kohn-Sham energy plus `α` times
the expectation value of the repulsion minus the Hartree and exchange potentials of `S`. -/
def glEnergy (α : ℝ) (h x : ι → ℂ) (g : ι → ι → ι → ι → ℂ) (S T : Finset ι) : ℂ :=
  ∑ p ∈ T, ksLevel h x g S p + α * (interaction g T - ∑ p ∈ T, ksPotential x g S p)

/-- The pair energy is symmetric if the integrals are unchanged under relabelling
of the electrons. -/
theorem pairEnergy_symm {g : ι → ι → ι → ι → ℂ} (hg : ParticleSymmetric g) (p q : ι) :
    pairEnergy g p q = pairEnergy g q p := by
  unfold pairEnergy coulomb exchange
  rw [hg p p q q, hg p q q p]

/-- An electron does not interact with itself: direct and exchange terms cancel. -/
theorem pairEnergy_self (g : ι → ι → ι → ι → ℂ) (p : ι) : pairEnergy g p p = 0 :=
  sub_self _

lemma sum_pairEnergy (g : ι → ι → ι → ι → ℂ) (S : Finset ι) (p : ι) :
    ∑ j ∈ S, pairEnergy g p j = ∑ j ∈ S, coulomb g p j - ∑ j ∈ S, exchange g p j := by
  simp only [pairEnergy, sum_sub_distrib]

/-- At full coupling the first-order energy of a determinant is the expectation value
of the full Hamiltonian. -/
theorem glEnergy_one (h x : ι → ℂ) (g : ι → ι → ι → ι → ℂ) (S T : Finset ι) :
    glEnergy 1 h x g S T = slaterEnergy h g T := by
  have hs : ∑ p ∈ T, ksLevel h x g S p = ∑ p ∈ T, h p + ∑ p ∈ T, ksPotential x g S p := by
    simp only [ksLevel, sum_add_distrib]
  unfold glEnergy slaterEnergy
  rw [hs]
  push_cast
  ring

variable [DecidableEq ι] {g : ι → ι → ι → ι → ℂ} {S : Finset ι} {i a : ι}

lemma sum_swap (f : ι → ℂ) (hi : i ∈ S) (ha : a ∉ S) :
    ∑ p ∈ insert a (S.erase i), f p = ∑ p ∈ S, f p + f a - f i := by
  rw [sum_insert (fun hm => ha (mem_of_mem_erase hm))]
  linear_combination add_sum_erase S f hi

/-- For particle-symmetric integrals, an electron added in an empty orbital `a` interacts once with
each electron present. -/
theorem interaction_insert (hg : ParticleSymmetric g) (ha : a ∉ S) :
    interaction g (insert a S) = interaction g S + ∑ j ∈ S, pairEnergy g a j := by
  have hs : ∑ j ∈ S, pairEnergy g j a = ∑ j ∈ S, pairEnergy g a j :=
    sum_congr rfl fun j _ => pairEnergy_symm hg j a
  unfold interaction
  simp only [sum_insert ha, sum_add_distrib, pairEnergy_self]
  rw [hs]
  ring

lemma interaction_swap (hg : ParticleSymmetric g) (hi : i ∈ S) (ha : a ∉ S) :
    interaction g (insert a (S.erase i)) = interaction g S
      + ∑ j ∈ S, pairEnergy g a j - ∑ j ∈ S, pairEnergy g i j - pairEnergy g i a := by
  -- remove the electron in `i`, then add one in `a`
  have h1 := interaction_insert hg (notMem_erase i S)
  rw [insert_erase hi] at h1
  have h2 := interaction_insert hg (fun hm => ha (mem_of_mem_erase hm) : a ∉ S.erase i)
  have sa := add_sum_erase S (pairEnergy g a) hi
  have si := add_sum_erase S (pairEnergy g i) hi
  linear_combination h2 - h1 + sa - si + pairEnergy_self g i - pairEnergy_symm hg a i

/-- Single excitation from an occupied `i` to an empty `a` at coupling `α`, for particle-symmetric
integrals: the energy changes by the Kohn-Sham gap plus `α (D_a - D_i - G_ia)`. -/
theorem glEnergy_single (α : ℝ) (h x : ι → ℂ) (hg : ParticleSymmetric g)
    (hi : i ∈ S) (ha : a ∉ S) :
    glEnergy α h x g S (insert a (S.erase i)) - glEnergy α h x g S S
      = ksLevel h x g S a - ksLevel h x g S i
        + α * (orbitalShift x g S a - orbitalShift x g S i - pairEnergy g i a) := by
  unfold glEnergy
  rw [sum_swap (ksLevel h x g S) hi ha, sum_swap (ksPotential x g S) hi ha,
    interaction_swap hg hi ha]
  -- the Hartree terms cancel and leave exchange minus the local potential
  simp only [sum_pairEnergy, ksPotential, orbitalShift]
  ring

/-- Görling-Levy first-order excitation energy: for particle-symmetric integrals, occupied `i` and
empty `a`, the full Hamiltonian's expectation value changes by `e_a - e_i + D_a - D_i - G_ia`. -/
theorem excitation_energy (h x : ι → ℂ) (hg : ParticleSymmetric g)
    (hi : i ∈ S) (ha : a ∉ S) :
    slaterEnergy h g (insert a (S.erase i)) - slaterEnergy h g S
      = ksLevel h x g S a - ksLevel h x g S i
        + orbitalShift x g S a - orbitalShift x g S i - pairEnergy g i a := by
  have key := glEnergy_single 1 h x hg hi ha
  rw [glEnergy_one, glEnergy_one] at key
  push_cast at key
  linear_combination key

/-- For particle-symmetric integrals, occupied `i` and empty `a`, the excitation energy is
`e_a - e_i - G_ia` exactly when local and nonlocal exchange differ by the same amount in both
orbitals. -/
theorem excitation_energy_eq_iff (h x : ι → ℂ) (hg : ParticleSymmetric g)
    (hi : i ∈ S) (ha : a ∉ S) :
    slaterEnergy h g (insert a (S.erase i)) - slaterEnergy h g S
        = ksLevel h x g S a - ksLevel h x g S i - pairEnergy g i a ↔
      x a + ∑ j ∈ S, exchange g a j = x i + ∑ j ∈ S, exchange g i j := by
  rw [excitation_energy h x hg hi ha]
  unfold orbitalShift
  constructor <;> intro hx <;> linear_combination -hx

/-- Double excitation from distinct occupied `i, k` to distinct empty `a, b` at coupling `α`, for
particle-symmetric integrals: level differences, shifts, and the pair energies among the four
orbitals. -/
theorem glEnergy_double (α : ℝ) (h x : ι → ℂ) (hg : ParticleSymmetric g) {k b : ι}
    (hi : i ∈ S) (hk : k ∈ S) (hik : i ≠ k) (ha : a ∉ S) (hb : b ∉ S) (hab : a ≠ b) :
    glEnergy α h x g S (insert b ((insert a (S.erase i)).erase k)) - glEnergy α h x g S S
      = ksLevel h x g S a + ksLevel h x g S b - ksLevel h x g S i - ksLevel h x g S k
        + α * (orbitalShift x g S a + orbitalShift x g S b
          - orbitalShift x g S i - orbitalShift x g S k
          + pairEnergy g i k + pairEnergy g a b - pairEnergy g i a - pairEnergy g i b
          - pairEnergy g k a - pairEnergy g k b) := by
  have hk1 : k ∈ insert a (S.erase i) := by simp [hk, hik.symm]
  have hb1 : b ∉ insert a (S.erase i) := by simp [hb, hab.symm]
  unfold glEnergy
  -- second replacement first, then the first one
  rw [sum_swap (ksLevel h x g S) hk1 hb1, sum_swap (ksPotential x g S) hk1 hb1,
    interaction_swap hg hk1 hb1, sum_swap (ksLevel h x g S) hi ha,
    sum_swap (ksPotential x g S) hi ha, interaction_swap hg hi ha,
    sum_swap (pairEnergy g b) hi ha, sum_swap (pairEnergy g k) hi ha,
    pairEnergy_symm hg b a, pairEnergy_symm hg b i, pairEnergy_symm hg k i]
  simp only [sum_pairEnergy, ksPotential, orbitalShift]
  ring

/-- Model integrals for two orbitals, `(pq|rs) = c_pq c_rs`, with `c` equal to 2 on the
diagonal and 1 off it. -/
def modelIntegrals (p q r s : Fin 2) : ℂ :=
  (if p = q then 2 else 1) * (if r = s then 2 else 1)

/-- The model integrals are unchanged under relabelling of the electrons, and their
pair energy between the two orbitals is 3. -/
theorem modelIntegrals_witness :
    ParticleSymmetric modelIntegrals ∧ pairEnergy modelIntegrals 0 1 = 3 := by
  constructor
  · intro p q r s
    exact mul_comm _ _
  · norm_num [pairEnergy, coulomb, exchange, modelIntegrals]

end

end GoerlingLevyExcitation
```

```lean
#print axioms GoerlingLevyExcitation.excitation_energy
-- 'GoerlingLevyExcitation.excitation_energy' depends on axioms: [propext, Classical.choice, Quot.sound]
#print axioms GoerlingLevyExcitation.excitation_energy_eq_iff
-- 'GoerlingLevyExcitation.excitation_energy_eq_iff' depends on axioms: [propext, Classical.choice, Quot.sound]
#print axioms GoerlingLevyExcitation.glEnergy_double
-- 'GoerlingLevyExcitation.glEnergy_double' depends on axioms: [propext, Classical.choice, Quot.sound]
```

## From pair sums to excitation energies in Lean

`pairEnergy_symm` applies the relabelling symmetry once to the direct and once to the exchange integral. `pairEnergy_self` needs no hypothesis, since it subtracts $(pp|pp)$ from itself.

`interaction_insert` is the step that adds an orbital. Its `simp only` call splits the double sum into old block, row, column and diagonal element. The auxiliary equation `hs` turns the column into the row, and `ring` combines the two halves.

`interaction_swap` uses that lemma twice. In `h1` the orbital $i$ is put back into $S-i$, which describes its removal read backwards; in `h2` the orbital $a$ is added to $S-i$. The equations `sa` and `si` extend the sums from $S-i$ to $S$. The closing `linear_combination` adds these equations with the signs of the derivation, together with $G_{ii}=0$ and $G_{ai}=G_{ia}$.

The one-body counterpart is `sum_swap`: any sum over the occupied orbitals gains the term for $a$ and loses that for $i$. In `glEnergy_single` it is used for the levels and for the potential. `sum_pairEnergy` then splits $\sum_j G_{pj}$ into direct and exchange parts, so that `ring` can cancel the direct terms against the Hartree potential.

`glEnergy_one` proves $E_1(T)=E(T)$ for every determinant $T$. `excitation_energy` is `glEnergy_single` at $\alpha=1$ with both energies rewritten by this identity. `excitation_energy_eq_iff` inserts that formula and rearranges it in each direction.

In `glEnergy_double`, the facts `hk1` and `hb1` state that after the first replacement $k$ is still occupied and $b$ still empty. This is where $i\ne k$ and $a\ne b$ are used. The rewriting undoes the second replacement, then the first, and `sum_swap` applied to `pairEnergy g b` and `pairEnergy g k` produces the couplings between the two excitations.

Finally, `modelIntegrals_witness` gives two-orbital integrals that satisfy the symmetry hypothesis with $J_{01}=4$, $K_{01}=1$ and $G_{01}=3$. The hypothesis therefore does not force the pair energies to vanish.
